# Eliminating a finite, time-independent lead leaves a source term and a memory term

Take one central site with amplitude c(t) and energy a(t), coupled by a constant v to one lead site with amplitude l(t) and constant energy ε. With ħ = 1 and v* the complex conjugate of v,

i c' = a(t) c + v l

i l' = v* c + ε l

Multiplying l by exp(iεt) removes the lead energy from the second equation:

d/dt [exp(iεt) l(t)] = -i exp(iεt) v* c(t)

Integrate from 0 to t, solve for l(t) and insert it into the first equation:

i c'(t) = a(t) c(t) + v exp(-iεt) l(0) - i |v|² ∫₀ᵗ exp(-iε(t-s)) c(s) ds

The lead amplitude has gone. What remains of it is a source, fed by what was in the lead at time 0, and a memory term: amplitude that left the centre at time s, evolved in the lead and returned at time t.

## The embedded equation for matrix blocks

Let the centre and the lead have finitely many sites each. The amplitudes c(t) and l(t) are now vectors, and the Hamiltonian has blocks H_CC(t), H_CL, H_LC and H_LL, of which only the first depends on time. The Schrödinger equation reads

c' = -i (H_CC(t) c + H_CL l)

l' = -i (H_LC c + H_LL l)

Write U(t) = exp(-i H_LL t) for the propagator of the isolated lead. The claim is that every solution satisfies

i c'(t) = H_CC(t) c(t) + H_CL U(t) l(0) - i ∫₀ᵗ H_CL U(t-s) H_LC c(s) ds

The derivation uses U(0) = 1, U(s+t) = U(s) U(t) and U' = -i U H_LL = -i H_LL U. Fix t and differentiate U(t-s) l(s) with respect to s:

d/ds [U(t-s) l(s)] = i U(t-s) H_LL l(s) - i U(t-s) (H_LC c(s) + H_LL l(s))

= -i U(t-s) H_LC c(s)

The two H_LL terms cancel. Since c is differentiable, it is continuous, and so is the right-hand side. Integrating from s = 0 to s = t gives

l(t) = U(t) l(0) - i ∫₀ᵗ U(t-s) H_LC c(s) ds

Apply the constant matrix H_CL, move it under the integral, and insert the result into i c' = H_CC c + H_CL l. This is the claim.

The argument can be reversed. Suppose that a differentiable c obeys the embedded equation with some vector l₀ in place of l(0). Define l by the formula just found, with l₀ for l(0), and factor out the propagator:

l(t) = U(t) [l₀ - i ∫₀ᵗ U(-s) H_LC c(s) ds]

The product rule gives

l'(t) = -i H_LL l(t) - i U(t) U(-t) H_LC c(t) = -i (H_LL l(t) + H_LC c(t))

so the lead equation holds. The source and memory terms together equal H_CL l(t), so the central equation holds as well.

The factoring guards against an error. In ∫₀ᵗ U(t-s) H_LC c(s) ds the time t stands both in the upper limit and in the integrand. Differentiating only the limit gives H_LC c(t) and loses the term -i H_LL ∫₀ᵗ U(t-s) H_LC c(s) ds.

The formula also relies on a constant H_LL. Take one site on each side, with H_CC = 0, H_CL = H_LC = 1, l(0) = 1 and the time-dependent lead energy H_LL(t) = t. Then i c' = l and i l' = c + t l. Suppose that c also obeyed the embedded equation with l₀ = 1 and some constant lead energy E. By the converse just shown, l = i c' would then satisfy i l' = c + E l as well. Subtracting the two lead equations gives (t - E) l(t) = 0 at every t, so l vanishes except possibly at t = E, and by continuity it vanishes there too. This contradicts l(0) = 1.

## The block Schrödinger equation in Lean

The index types `m` and `n` label the central and the lead sites; `k` is a spare index type for the rows of a general matrix.

```lean
import Mathlib

open Matrix
open Complex (I)

namespace EmbeddedEquationOfMotion

noncomputable section

variable {k m n : Type*} [Fintype m] [Fintype n]
```

The joint state is `Sum.elim (c s) (l s)`, a vector indexed by the sites of both parts, and `fromBlocks` assembles the Hamiltonian. The symbol `*ᵥ` applies a matrix to a vector, and `•` multiplies by a scalar. The definition fixes ħ = 1 and an orthonormal basis, since no overlap matrix appears, and it demands the equation at every real time. `HCL` and `HLC` are independent, so Hermiticity is not assumed. Nor is any continuity of `HCC`, but a sudden step in `HCC` is covered only if the product of `HCC` and `c` does not jump with it; otherwise `c` has a kink there and no derivative. For a central potential switched on at time 0, give `HCC` its value just after the switch at time 0 and at all earlier times, and use the result for t ≥ 0.

```lean
/-- The state with central part `c` and lead part `l` obeys the Schrödinger equation
`ψ' = -i H ψ` for the block Hamiltonian with a time-dependent central block. -/
def SolvesSchrodinger (HCC : ℝ → Matrix m m ℂ) (HCL : Matrix m n ℂ) (HLC : Matrix n m ℂ)
    (HLL : Matrix n n ℂ) (c : ℝ → m → ℂ) (l : ℝ → n → ℂ) : Prop :=
  ∀ t, HasDerivAt (fun s => Sum.elim (c s) (l s))
    (-I • (fromBlocks (HCC t) HCL HLC HLL *ᵥ Sum.elim (c t) (l t))) t
```

The first lemma splits this equation into its central and lead parts. A vector-valued function has a derivative exactly when each component has one, so the proof sorts the components by the part to which they belong.

```lean
/-- The Schrödinger equation of the whole system is the pair of coupled equations for the
central and the lead amplitudes. -/
theorem solvesSchrodinger_iff (HCC : ℝ → Matrix m m ℂ) (HCL : Matrix m n ℂ)
    (HLC : Matrix n m ℂ) (HLL : Matrix n n ℂ) (c : ℝ → m → ℂ) (l : ℝ → n → ℂ) :
    SolvesSchrodinger HCC HCL HLC HLL c l ↔
      ∀ t, HasDerivAt c (-I • (HCC t *ᵥ c t + HCL *ᵥ l t)) t ∧
        HasDerivAt l (-I • (HLC *ᵥ c t + HLL *ᵥ l t)) t := by
  refine forall_congr' fun t => ?_
  rw [fromBlocks_mulVec, Sum.elim_comp_inl, Sum.elim_comp_inr]
  constructor
  · intro h
    have h' := hasDerivAt_pi.1 h
    exact ⟨hasDerivAt_pi.2 fun i => h' (Sum.inl i), hasDerivAt_pi.2 fun j => h' (Sum.inr j)⟩
  · rintro ⟨hc, hl⟩
    refine hasDerivAt_pi.2 fun x => ?_
    cases x with
    | inl i => exact hasDerivAt_pi.1 hc i
    | inr j => exact hasDerivAt_pi.1 hl j
```

## Calculus for matrices acting on vectors

The product rule takes the derivative of the matrix entry by entry. Its proof differentiates the sum over j of M_ij v_j term by term.

```lean
/-- Product rule for a time-dependent matrix acting on a time-dependent vector. -/
theorem hasDerivAt_mulVec {M : ℝ → Matrix k n ℂ} {M' : Matrix k n ℂ} {v : ℝ → n → ℂ}
    {v' : n → ℂ} {t : ℝ} (hM : ∀ i j, HasDerivAt (fun s => M s i j) (M' i j) t)
    (hv : HasDerivAt v v' t) :
    HasDerivAt (fun s => M s *ᵥ v s) (M' *ᵥ v t + M t *ᵥ v') t := by
  refine hasDerivAt_pi.2 fun i => ?_
  have h : HasDerivAt (fun s => ∑ j, M s i j * v s j)
      (∑ j, (M' i j * v t j + M t i j * v' j)) t :=
    HasDerivAt.fun_sum fun j _ => (hM i j).fun_mul (hasDerivAt_pi.1 hv j)
  refine h.congr_deriv ?_
  simp [Matrix.mulVec, dotProduct, Finset.sum_add_distrib]
```

The next lemma allows H_CL, or a propagator at a fixed time, to pass under the integral.

```lean
/-- A constant matrix may be moved under the time integral of a continuous vector. -/
theorem mulVec_integral [Fintype k] (A : Matrix k n ℂ) {g : ℝ → n → ℂ} (hg : Continuous g)
    (a b : ℝ) :
    A *ᵥ (∫ s in a..b, g s) = ∫ s in a..b, A *ᵥ g s :=
  ((LinearMap.toContinuousLinearMap A.mulVecLin).intervalIntegral_comp_comm
    (hg.intervalIntegrable a b)).symm
```

## The lead propagator and the driven lead

`leadPropagator H t` is U(t), with `H` in the role of H_LL.

```lean
variable [DecidableEq n]

/-- The propagator `exp(-i H t)` of the isolated lead. -/
def leadPropagator (H : Matrix n n ℂ) (t : ℝ) : Matrix n n ℂ :=
  NormedSpace.exp (t • (-I • H))
```

`leadAmplitude` is the formula for l(t), written for a general drive `f`. In the application f(s) = H_LC c(s).

```lean
/-- The lead amplitude `exp(-i H t) l₀ - i ∫₀ᵗ exp(-i H (t-s)) f(s) ds` grown from the
initial value `l₀` under the drive `f`. -/
def leadAmplitude (H : Matrix n n ℂ) (f : ℝ → n → ℂ) (l₀ : n → ℂ) (t : ℝ) : n → ℂ :=
  leadPropagator H t *ᵥ l₀ - I • ∫ s in (0 : ℝ)..t, leadPropagator H (t - s) *ᵥ f s
```

The derivative U' = -i U H comes from Mathlib's derivative of the matrix exponential. Reading off one entry is a continuous linear map, which carries that derivative over to the entries.

```lean
open scoped Matrix.Norms.Operator in
/-- Each entry of the lead propagator obeys `U' = -i U H`. -/
theorem leadPropagator_hasDerivAt (H : Matrix n n ℂ) (t : ℝ) (i j : n) :
    HasDerivAt (fun s => leadPropagator H s i j) ((-I • (leadPropagator H t * H)) i j) t := by
  have h : HasDerivAt (fun u : ℝ => NormedSpace.exp (u • (-I • H)))
      (NormedSpace.exp (t • (-I • H)) * (-I • H)) t := hasDerivAt_exp_smul_const _ t
  -- reading off a matrix entry is a continuous linear map
  let φ : Matrix n n ℂ →ₗ[ℝ] ℂ :=
    { toFun := fun M => M i j
      map_add' := fun _ _ => rfl
      map_smul' := fun _ _ => rfl }
  have h2 := (LinearMap.toContinuousLinearMap φ).hasFDerivAt.comp_hasDerivAt t h
  rw [← Matrix.mul_smul]
  exact h2
```

Continuity follows from differentiability, and the composition law holds because multiples of the same matrix commute.

```lean
/-- The lead propagator depends continuously on time. -/
theorem leadPropagator_continuous (H : Matrix n n ℂ) : Continuous (leadPropagator H) :=
  continuous_matrix fun i j => continuous_iff_continuousAt.2 fun t =>
    (leadPropagator_hasDerivAt H t i j).continuousAt

/-- Successive lead propagations compose: `U(s + t) = U(s) U(t)`. -/
theorem leadPropagator_add (H : Matrix n n ℂ) (s t : ℝ) :
    leadPropagator H (s + t) = leadPropagator H s * leadPropagator H t := by
  unfold leadPropagator
  rw [add_smul]
  exact Matrix.exp_add_of_commute _ _ (((Commute.refl (-I • H)).smul_left s).smul_right t)
```

The next theorem is the central step of the derivation. In `hd`, the function U(t-r) l(r) is differentiated with respect to r at r = s; the minus sign in t-r turns -i U H into +i U H, and `module` carries out the cancellation. The fundamental theorem of calculus then gives `hi`, and U(0) = 1 reduces it to the formula for l(t).

```lean
/-- Any solution of the driven lead equation `l' = -i (f + H l)` with continuous drive is the
lead amplitude grown from `l(0)`. -/
theorem eq_leadAmplitude (H : Matrix n n ℂ) {f l : ℝ → n → ℂ} (hf : Continuous f)
    (hl : ∀ s, HasDerivAt l (-I • (f s + H *ᵥ l s)) s) (t : ℝ) :
    l t = leadAmplitude H f (l 0) t := by
  -- in the interaction picture only the drive remains
  have hd : ∀ s, HasDerivAt (fun r => leadPropagator H (t - r) *ᵥ l r)
      (-I • (leadPropagator H (t - s) *ᵥ f s)) s := by
    intro s
    have hU : ∀ i j, HasDerivAt (fun r => leadPropagator H (t - r) i j)
        ((I • (leadPropagator H (t - s) * H)) i j) s := fun i j =>
      ((leadPropagator_hasDerivAt H (t - s) i j).comp_const_sub t s).congr_deriv (by simp)
    refine (hasDerivAt_mulVec hU (hl s)).congr_deriv ?_
    rw [Matrix.smul_mulVec, Matrix.mulVec_smul, Matrix.mulVec_add, Matrix.mulVec_mulVec]
    module
  have hg : Continuous fun s => -I • (leadPropagator H (t - s) *ᵥ f s) :=
    (((leadPropagator_continuous H).comp (continuous_const.sub continuous_id)).matrix_mulVec
      hf).const_smul (-I)
  have hi : ∫ s in (0 : ℝ)..t, -I • (leadPropagator H (t - s) *ᵥ f s) =
      leadPropagator H (t - t) *ᵥ l t - leadPropagator H (t - 0) *ᵥ l 0 :=
    intervalIntegral.integral_eq_sub_of_hasDerivAt (fun s _ => hd s)
      (hg.intervalIntegrable 0 t)
  have h0 : leadPropagator H 0 = 1 := by simp [leadPropagator]
  rw [intervalIntegral.integral_smul, sub_self, sub_zero, h0, Matrix.one_mulVec] at hi
  unfold leadAmplitude
  linear_combination (norm := module) (-1 : ℂ) • hi
```

The converse follows the factored form. `hfac` takes U(r) out of the integral, `hv` differentiates the bracket, `hcomm` exchanges H and U(t), and `h1` is U(t) U(-t) f(t) = f(t). `key` combines them into the driven lead equation.

```lean
/-- For a continuous drive `f`, the lead amplitude solves the driven lead equation `l' = -i (f + H
l)`. -/
theorem leadAmplitude_hasDerivAt (H : Matrix n n ℂ) {f : ℝ → n → ℂ} (hf : Continuous f)
    (l₀ : n → ℂ) (t : ℝ) :
    HasDerivAt (leadAmplitude H f l₀) (-I • (f t + H *ᵥ leadAmplitude H f l₀ t)) t := by
  have hg : Continuous fun s => leadPropagator H (-s) *ᵥ f s :=
    ((leadPropagator_continuous H).comp continuous_neg).matrix_mulVec hf
  -- factor the propagator out of the integral
  have hfac : leadAmplitude H f l₀ = fun r => leadPropagator H r *ᵥ
      (l₀ - I • ∫ s in (0 : ℝ)..r, leadPropagator H (-s) *ᵥ f s) := by
    funext r
    rw [leadAmplitude, Matrix.mulVec_sub, Matrix.mulVec_smul, mulVec_integral _ hg]
    simp only [Matrix.mulVec_mulVec, ← leadPropagator_add, sub_eq_add_neg]
  have hv : HasDerivAt (fun r => l₀ - I • ∫ s in (0 : ℝ)..r, leadPropagator H (-s) *ᵥ f s)
      (-(I • (leadPropagator H (-t) *ᵥ f t))) t :=
    ((hg.integral_hasStrictDerivAt 0 t).hasDerivAt.const_smul I).const_sub l₀
  have hcomm : H * leadPropagator H t = leadPropagator H t * H :=
    (((Commute.refl H).smul_right (-I)).smul_right t).exp_right
  have h0 : leadPropagator H 0 = 1 := by simp [leadPropagator]
  have h1 : leadPropagator H t *ᵥ (leadPropagator H (-t) *ᵥ f t) = f t := by
    rw [Matrix.mulVec_mulVec, ← leadPropagator_add, add_neg_cancel, h0, Matrix.one_mulVec]
  have key : ∀ v : n → ℂ, (-I • (leadPropagator H t * H)) *ᵥ v +
      leadPropagator H t *ᵥ (-(I • (leadPropagator H (-t) *ᵥ f t))) =
      -I • (f t + H *ᵥ (leadPropagator H t *ᵥ v)) := by
    intro v
    rw [Matrix.mulVec_neg, Matrix.mulVec_smul, h1, Matrix.smul_mulVec, ← hcomm,
      ← Matrix.mulVec_mulVec]
    module
  rw [hfac]
  exact (hasDerivAt_mulVec (leadPropagator_hasDerivAt H t) hv).congr_deriv (key _)
```

## From the whole system to the centre and back

The equivalence starts from a central amplitude `c` and any initial lead vector `l₀`, and completes `c` by the lead amplitude that it drives. The pair solves the full equation exactly when `c` is differentiable and obeys the embedded equation. Differentiability is stated separately because `deriv` returns 0 where no derivative exists, so the equation alone could let a jump in `c` pass. Inside the proof, `key` rewrites H_CL l(t) as source plus memory; the rest is multiplication by i or -i.

```lean
/-- A central amplitude, completed by the lead amplitude it drives, solves the full Schrödinger
equation exactly when it is differentiable and obeys the embedded equation of motion. -/
theorem solvesSchrodinger_iff_embedded (HCC : ℝ → Matrix m m ℂ) (HCL : Matrix m n ℂ)
    (HLC : Matrix n m ℂ) (HLL : Matrix n n ℂ) (c : ℝ → m → ℂ) (l₀ : n → ℂ) :
    SolvesSchrodinger HCC HCL HLC HLL c (leadAmplitude HLL (fun s => HLC *ᵥ c s) l₀) ↔
      Differentiable ℝ c ∧ ∀ t, I • deriv c t =
        HCC t *ᵥ c t + HCL *ᵥ leadPropagator HLL t *ᵥ l₀ -
          I • ∫ s in (0 : ℝ)..t, HCL *ᵥ leadPropagator HLL (t - s) *ᵥ HLC *ᵥ c s := by
  -- the lead acts on the centre through a source term and a memory term
  have key : Continuous c → ∀ t, HCL *ᵥ leadAmplitude HLL (fun s => HLC *ᵥ c s) l₀ t =
      HCL *ᵥ leadPropagator HLL t *ᵥ l₀ -
        I • ∫ s in (0 : ℝ)..t, HCL *ᵥ leadPropagator HLL (t - s) *ᵥ HLC *ᵥ c s := by
    intro hc t
    have hg : Continuous fun s => leadPropagator HLL (t - s) *ᵥ HLC *ᵥ c s :=
      ((leadPropagator_continuous HLL).comp
        (continuous_const.sub continuous_id)).matrix_mulVec (continuous_const.matrix_mulVec hc)
    simp only [leadAmplitude]
    rw [Matrix.mulVec_sub, Matrix.mulVec_smul, mulVec_integral _ hg]
  rw [solvesSchrodinger_iff]
  constructor
  · intro h
    have hc : Differentiable ℝ c := fun t => (h t).1.differentiableAt
    refine ⟨hc, fun t => ?_⟩
    rw [(h t).1.deriv, key hc.continuous t, smul_smul, mul_neg, Complex.I_mul_I, neg_neg,
      one_smul, add_sub_assoc]
  · rintro ⟨hc, h⟩ t
    refine ⟨(hc t).hasDerivAt.congr_deriv ?_,
      leadAmplitude_hasDerivAt HLL (continuous_const.matrix_mulVec hc.continuous) l₀ t⟩
    rw [key hc.continuous t, ← add_sub_assoc, ← h t, smul_smul, neg_mul, Complex.I_mul_I,
      neg_neg, one_smul]
```

The last theorem starts from an arbitrary solution `c`, `l`. By `eq_leadAmplitude`, its lead part must be the lead amplitude grown from `l 0`, so the forward direction of the equivalence applies. The conclusion is the embedded equation at each real `t`; for negative `t` the integral is the oriented one.

```lean
/-- Embedded equation of motion: in any solution of the full Schrödinger equation the central
amplitude evolves under its own block, a source term from the initial lead amplitude and a memory
term over its own values between times `0` and `t`. -/
theorem embedded_equation_of_motion {HCC : ℝ → Matrix m m ℂ} {HCL : Matrix m n ℂ}
    {HLC : Matrix n m ℂ} {HLL : Matrix n n ℂ} {c : ℝ → m → ℂ} {l : ℝ → n → ℂ}
    (h : SolvesSchrodinger HCC HCL HLC HLL c l) (t : ℝ) :
    I • deriv c t = HCC t *ᵥ c t + HCL *ᵥ leadPropagator HLL t *ᵥ l 0 -
      I • ∫ s in (0 : ℝ)..t, HCL *ᵥ leadPropagator HLL (t - s) *ᵥ HLC *ᵥ c s := by
  have hb := (solvesSchrodinger_iff HCC HCL HLC HLL c l).1 h
  have hc : Differentiable ℝ c := fun s => (hb s).1.differentiableAt
  -- eliminate the lead
  have hl : l = leadAmplitude HLL (fun s => HLC *ᵥ c s) (l 0) :=
    funext (eq_leadAmplitude HLL (continuous_const.matrix_mulVec hc.continuous)
      fun s => (hb s).2)
  have h' : SolvesSchrodinger HCC HCL HLC HLL c
      (leadAmplitude HLL (fun s => HLC *ᵥ c s) (l 0)) := by
    rw [← hl]
    exact h
  exact ((solvesSchrodinger_iff_embedded HCC HCL HLC HLL c (l 0)).1 h').2 t

end

end EmbeddedEquationOfMotion
```

```lean
#print axioms EmbeddedEquationOfMotion.embedded_equation_of_motion
```

```
'EmbeddedEquationOfMotion.embedded_equation_of_motion' depends on axioms: [propext, Classical.choice, Quot.sound]
```

## Scope for time-dependent Kohn–Sham propagation

For a Kohn–Sham orbital in an orthonormal basis, in a junction with a finite lead, constant lead and coupling blocks and a given H_CC(t), the embedded equation is exact and has only the central amplitudes as unknowns. The lead still enters through its initial amplitudes and its propagator, and a numerical time-stepping scheme adds its own error, also in the memory integral. In a self-consistent calculation every block of the Hamiltonian can depend on the density. If the lead and coupling blocks are held fixed, the result applies along a trajectory that already exists, with H_CC(t) evaluated on it. The existence of such a trajectory is a separate question.

A time-dependent bias inside the lead is outside the theorem: in the example with H_LL(t) = t, no constant lead energy reproduces c. For a continuous H_LL(t) the elimination still works, with the two-time propagator U(t,s) of the driven lead in place of U(t-s) and U(t,0) in place of U(t). The lead is also finite, so its memory kernel H_CL U(t-s) H_LC is built from finitely many frequencies when H_LL is Hermitian. The limit of an infinite lead, in which the kernel can decay, is not taken here.
